# Exactly one pseudo partial wave $r^{l+1}\sum_{k=0}^{N} c_k r^{2k}$ matches any given value and first $N$ derivatives at $r_c>0$

## Replacing a partial wave inside the matching radius

In generating a PAW dataset, one replaces each all-electron partial wave inside a radius $r_c$ by a smoother function that joins it at $r_c$. In the simplest polynomial scheme, with as many coefficients as matching conditions, the coefficients come from a small linear system: the value and some derivatives must agree at $r_c$. The step presupposes that this system has a solution, and only one.

Let $l$ be the angular momentum and let $u(r)$ be $r$ times the radial function. The polynomial form is

$$u(r)=r^{l+1}\sum_{k=0}^{N}c_k r^{2k}.$$

The prefactor gives the behaviour of a regular partial wave near the origin. The even powers make $u(r)/r$ times a spherical harmonic a polynomial in $x,y,z$, hence smooth at the nucleus. There are $N+1$ coefficients $c_k$ and $N+1$ conditions $u^{(j)}(r_c)=d_j$ for $j=0,\dots,N$, where $d_j$ is the $j$-th derivative of the all-electron wave at $r_c$.

## Unique matching and its determinant

For every $l$, every $N$ and every $r_c>0$, any real numbers $d_0,\dots,d_N$ are matched by exactly one set of coefficients. The linear map from $(c_0,\dots,c_N)$ to $(u(r_c),u'(r_c),\dots,u^{(N)}(r_c))$ is bijective exactly when $r_c\neq0$, and for $N=3$ its determinant is $768\,r_c^{4l+10}$.

For this polynomial form, with as many coefficients as conditions, no choice of $l$, $r_c>0$ or reference energy makes the matching system exactly singular. It can still be ill-conditioned. For $N\ge1$ this happens when $r_c$ is very small, but rescaling removes that cause: with the unknowns $c_k r_c^{l+1+2k}$ and the data $r_c^j d_j$, the matrix of the system no longer depends on $r_c$.

## From derivatives to a Vandermonde determinant

Write $m_k=l+1+2k$, so that $u(r)=\sum_k c_k r^{m_k}$. Differentiating $j$ times gives

$$u^{(j)}(r_c)=\sum_k A_{jk}c_k,\qquad A_{jk}=(m_k)_j\,r_c^{m_k-j},$$

with the falling factorial $(m)_j=m(m-1)\cdots(m-j+1)$ and $(m)_0=1$. If $j>m_k$, the falling factorial contains the factor zero and the entry vanishes.

Multiply row $j$ of $A$ by $r_c^j$. The entry becomes $(m_k)_j\,r_c^{m_k}$, and $r_c^{m_k}$ can be taken out of column $k$:

$$r_c^{\sum_j j}\,\det A=r_c^{\sum_k m_k}\,\det\big[(m_k)_j\big].$$

As a function of $m$, $(m)_j$ is a polynomial of degree $j$ with leading coefficient 1. For example, $(m)_2=m^2-m$, so adding row 1 to row 2 leaves $m_k^2$. Going down the matrix and removing the lower powers with the rows already treated turns every row $j$ into $m_k^j$ without changing the determinant. What remains is the Vandermonde determinant

$$\det\big[(m_k)_j\big]=\prod_{i<j}(m_j-m_i),$$

where $i$ and $j$ on the right both label exponents. It is nonzero because the exponents are distinct. For $r_c\neq0$ it follows that $\det A\neq0$, and the map is bijective.

For the exponents at hand, $m_j-m_i=2(j-i)$. With $S=\sum_{k=0}^N k=N(N+1)/2$, the exponents sum to $(N+1)(l+1)+2S$. Dividing by $r_c^S$ gives

$$\det A=r_c^{(N+1)(l+1)+S}\prod_{i<j}2(j-i).$$

For $N=3$ we have $S=6$, so the power is $4(l+1)+6=4l+10$. The six pairs have differences $1,1,1,2,2,3$, and the product is $2^6\cdot12=768$.

At $r_c=0$ the division is not allowed, but every exponent is at least 1, so $u(0)=0$ for all coefficients. The value 1 is then out of reach, and the first row of $A$ is zero, which makes the determinant zero in agreement with the formula.

## Small $N$, and odd powers as well

For $N=0$ only the value is matched: $c_0=d_0/r_c^{l+1}$, and the determinant is $r_c^{l+1}$. For $N=1$ the determinant is

$$r_c^{l+1}(l+3)r_c^{l+2}-(l+1)r_c^{l}\,r_c^{l+3}=2r_c^{2l+3}.$$

The same argument treats $r^{l+1}\sum_k c_k r^k$, with odd powers in the sum too. The exponents $l+1+k$ are again distinct, so matching at $r_c>0$ is again unique. For $N=3$ the reduction gives the determinant $12\,r_c^{4l+4}$.

## How the Lean statements express the matching

`pseudoWave m c` is the function $r\mapsto\sum_k c_k r^{m_k}$ for arbitrary natural exponents, and `pawExponent l N` supplies $l+1+2k$. The type `Fin (N + 1)` holds the indices $0,\dots,N$, for coefficients and derivative orders alike.

`matchingMap m rc` is the linear map itself, defined through `iteratedDeriv`, Mathlib's repeated derivative of a function on the real line. The determinant in `det_paw` and `det_paw_three` is that of this map, and both formulas hold for every real `rc`. In the products, `j ∈ Ioi i` means $j>i$.

`pseudization_existsUnique` states the matching problem in its usual form, with the factor $r^{l+1}$ in front. Its hypothesis `0 < rc` says that the matching sphere has a positive radius, and `d` is any list of $N+1$ real numbers; it need not come from a radial Schrödinger equation.

The model covers one partial wave in exact arithmetic. Norm conservation, the absence of nodes, projector functions and polynomials with surplus coefficients are not treated. Nor does the determinant measure numerical conditioning: multiplying all the equations by a common factor changes the determinant (by a power of that factor) but not the condition number.

## The complete file

```lean
import Mathlib

open Finset

namespace PAWPolynomialPseudization

noncomputable section

/-- A radial pseudo partial wave: a combination of the powers `r ^ m k` with
coefficients `c k`. -/
def pseudoWave {N : ℕ} (m : Fin (N + 1) → ℕ) (c : Fin (N + 1) → ℝ) (r : ℝ) : ℝ :=
  ∑ k, c k * r ^ m k

/-- The exponents `l + 1 + 2k` of the polynomial pseudo partial wave of angular momentum `l`. -/
def pawExponent (l N : ℕ) (k : Fin (N + 1)) : ℕ := l + 1 + 2 * (k : ℕ)

/-- The `n`-th radial derivative of a pseudo wave, with falling factorials of the exponents
as prefactors. -/
theorem iteratedDeriv_pseudoWave {N : ℕ} (m : Fin (N + 1) → ℕ) (c : Fin (N + 1) → ℝ) (n : ℕ) :
    iteratedDeriv n (pseudoWave m c) =
      fun r => ∑ k, c k * (((m k).descFactorial n : ℝ) * r ^ (m k - n)) := by
  induction n with
  | zero =>
    funext r
    simp [pseudoWave]
  | succ n ih =>
    rw [iteratedDeriv_succ, ih]
    funext r
    refine (HasDerivAt.fun_sum fun k _ =>
      ((hasDerivAt_pow (m k - n) r).const_mul
        ((m k).descFactorial n : ℝ)).const_mul (c k)).deriv.trans ?_
    refine Finset.sum_congr rfl fun k _ => ?_
    rw [Nat.descFactorial_succ, Nat.cast_mul, Nat.sub_add_eq]
    ring

/-- The linear map from the coefficients of a pseudo wave to its value and first `N`
derivatives at the matching radius `rc`. -/
def matchingMap {N : ℕ} (m : Fin (N + 1) → ℕ) (rc : ℝ) :
    (Fin (N + 1) → ℝ) →ₗ[ℝ] (Fin (N + 1) → ℝ) where
  toFun c j := iteratedDeriv (j : ℕ) (pseudoWave m c) rc
  map_add' c d := by
    funext j
    simp only [iteratedDeriv_pseudoWave, Pi.add_apply, add_mul, Finset.sum_add_distrib]
  map_smul' a c := by
    funext j
    simp only [iteratedDeriv_pseudoWave, Pi.smul_apply, smul_eq_mul, RingHom.id_apply,
      Finset.mul_sum, mul_assoc]

/-- The matrix whose entry `(j, k)` is the `j`-th derivative of `r ^ m k` at `rc`. -/
def matchingMatrix {N : ℕ} (m : Fin (N + 1) → ℕ) (rc : ℝ) :
    Matrix (Fin (N + 1)) (Fin (N + 1)) ℝ :=
  Matrix.of fun j k => ((m k).descFactorial (j : ℕ) : ℝ) * rc ^ (m k - (j : ℕ))

/-- The matching map acts on the coefficients through the matching matrix. -/
theorem matchingMap_eq {N : ℕ} (m : Fin (N + 1) → ℕ) (rc : ℝ) :
    matchingMap m rc = Matrix.toLin' (matchingMatrix m rc) := by
  refine LinearMap.ext fun c => funext fun j => ?_
  rw [Matrix.toLin'_apply]
  change iteratedDeriv (j : ℕ) (pseudoWave m c) rc = ∑ k, matchingMatrix m rc j k * c k
  rw [iteratedDeriv_pseudoWave]
  exact Finset.sum_congr rfl fun k _ => mul_comm _ _

/-- Vandermonde reduction: up to powers of `rc`, the determinant of the matching map is the
product of the differences of the exponents. -/
theorem det_matchingMap {N : ℕ} (m : Fin (N + 1) → ℕ) (rc : ℝ) :
    rc ^ (∑ j : Fin (N + 1), (j : ℕ)) * LinearMap.det (matchingMap m rc) =
      rc ^ (∑ k, m k) * ∏ i, ∏ j ∈ Ioi i, ((m j : ℝ) - (m i : ℝ)) := by
  -- falling factorials are monic polynomials of degree `j` in the exponent
  have hV : (Matrix.of fun j k : Fin (N + 1) => ((m k).descFactorial (j : ℕ) : ℝ)).det =
      ∏ i, ∏ j ∈ Ioi i, ((m j : ℝ) - (m i : ℝ)) := by
    refine Eq.trans ?_ (Matrix.det_vandermonde fun k => (m k : ℝ))
    rw [Matrix.det_eval_matrixOfPolynomials_eq_det_vandermonde (fun k => (m k : ℝ))
      (fun j => descPochhammer ℝ (j : ℕ)) (fun j => descPochhammer_natDegree ℝ (j : ℕ))
      (fun j => monic_descPochhammer ℝ (j : ℕ)), ← Matrix.det_transpose]
    congr 1
    ext j k
    simp [descPochhammer_eval_eq_descFactorial]
  -- powers of `rc` are moved between rows and columns
  rw [matchingMap_eq, LinearMap.det_toLin', ← hV, ← Finset.prod_pow_eq_pow_sum,
    ← Finset.prod_pow_eq_pow_sum, ← Matrix.det_mul_column, ← Matrix.det_mul_row]
  congr 1
  ext j k
  simp only [Matrix.of_apply, matchingMatrix]
  rcases le_or_gt (j : ℕ) (m k) with h | h
  · have hp : rc ^ m k = rc ^ (j : ℕ) * rc ^ (m k - (j : ℕ)) := by
      rw [← pow_add, Nat.add_sub_of_le h]
    rw [hp]
    ring
  · simp [Nat.descFactorial_of_lt h]

/-- For distinct exponents and a nonzero matching radius, the matching map is bijective. -/
theorem matchingMap_bijective {N : ℕ} {m : Fin (N + 1) → ℕ} (hm : Function.Injective m)
    {rc : ℝ} (hrc : rc ≠ 0) : Function.Bijective (matchingMap m rc) := by
  have hdet : LinearMap.det (matchingMap m rc) ≠ 0 := by
    intro h
    have hf := det_matchingMap m rc
    rw [h, mul_zero] at hf
    refine mul_ne_zero (pow_ne_zero _ hrc) ?_ hf.symm
    refine Finset.prod_ne_zero_iff.2 fun i _ => Finset.prod_ne_zero_iff.2 fun j hj => ?_
    exact sub_ne_zero.2 (Nat.cast_injective.ne (hm.ne (Finset.mem_Ioi.1 hj).ne'))
  rw [matchingMap_eq, LinearMap.det_toLin'] at hdet
  have hinj : Function.Injective (matchingMap m rc) := by
    refine (injective_iff_map_eq_zero _).2 fun v hv => ?_
    rw [matchingMap_eq, Matrix.toLin'_apply] at hv
    exact Matrix.eq_zero_of_mulVec_eq_zero hdet hv
  exact ⟨hinj, LinearMap.injective_iff_surjective.1 hinj⟩

/-- The determinant of the matching map for the exponents `l + 1 + 2k`, for any number of
matched derivatives. -/
theorem det_paw (l N : ℕ) (rc : ℝ) :
    LinearMap.det (matchingMap (pawExponent l N) rc) =
      rc ^ ((N + 1) * (l + 1) + ∑ k : Fin (N + 1), (k : ℕ)) *
        ∏ i : Fin (N + 1), ∏ j ∈ Ioi i, (2 * (((j : ℕ) : ℝ) - ((i : ℕ) : ℝ))) := by
  rcases eq_or_ne rc 0 with rfl | h
  · -- at the origin the row of values vanishes
    rw [matchingMap_eq, LinearMap.det_toLin', zero_pow (by positivity), zero_mul]
    refine Matrix.det_eq_zero_of_row_eq_zero 0 fun k => ?_
    simp [matchingMatrix, pawExponent]
  · have hs : ∑ k, pawExponent l N k =
        (N + 1) * (l + 1) + 2 * ∑ k : Fin (N + 1), (k : ℕ) := by
      simp only [pawExponent, Finset.sum_add_distrib, ← Finset.mul_sum, Finset.sum_const,
        Finset.card_univ, Fintype.card_fin, smul_eq_mul]
      ring
    have hp : ∏ i, ∏ j ∈ Ioi i, ((pawExponent l N j : ℝ) - (pawExponent l N i : ℝ)) =
        ∏ i : Fin (N + 1), ∏ j ∈ Ioi i, (2 * (((j : ℕ) : ℝ) - ((i : ℕ) : ℝ))) := by
      refine Finset.prod_congr rfl fun i _ => Finset.prod_congr rfl fun j _ => ?_
      simp only [pawExponent]
      push_cast
      ring
    apply mul_left_cancel₀ (pow_ne_zero (∑ k : Fin (N + 1), (k : ℕ)) h)
    rw [det_matchingMap, hs, hp, ← mul_assoc, ← pow_add]
    congr 2
    ring

/-- For the exponents `l + 1 + 2k`, matching the value and first three derivatives gives the
determinant `768 rc ^ (4l + 10)`. -/
theorem det_paw_three (l : ℕ) (rc : ℝ) :
    LinearMap.det (matchingMap (pawExponent l 3) rc) = 768 * rc ^ (4 * l + 10) := by
  have h1 : (3 + 1) * (l + 1) + ∑ k : Fin (3 + 1), (k : ℕ) = 4 * l + 10 := by
    rw [show ∑ k : Fin (3 + 1), (k : ℕ) = 6 from by decide]
    ring
  have h2 : ∏ i : Fin (3 + 1), ∏ j ∈ Ioi i, (2 * (((j : ℕ) : ℤ) - ((i : ℕ) : ℤ))) = 768 := by
    decide
  have h3 : ∏ i : Fin (3 + 1), ∏ j ∈ Ioi i, (2 * (((j : ℕ) : ℝ) - ((i : ℕ) : ℝ))) = 768 := by
    exact_mod_cast h2
  rw [det_paw, h1, h3, mul_comm]

/-- The matching map for the exponents `l + 1 + 2k` is bijective exactly when the matching
radius is nonzero. -/
theorem paw_bijective_iff (l N : ℕ) (rc : ℝ) :
    Function.Bijective (matchingMap (pawExponent l N) rc) ↔ rc ≠ 0 := by
  constructor
  · rintro ⟨-, hsurj⟩ rfl
    -- the value 1 cannot be matched at the origin
    obtain ⟨c, hc⟩ := hsurj fun _ => 1
    have h0 := congrFun hc 0
    change iteratedDeriv ((0 : Fin (N + 1)) : ℕ) (pseudoWave (pawExponent l N) c) 0 = 1 at h0
    simp [pseudoWave, pawExponent] at h0
  · refine matchingMap_bijective fun i j hij => Fin.ext ?_
    simp only [pawExponent] at hij
    omega

/-- Polynomial pseudization is uniquely solvable: for `rc > 0`, any prescribed value and first
`N` derivatives at `rc` are met by exactly one `r ^ (l + 1) * ∑ k, c k * r ^ (2k)`. -/
theorem pseudization_existsUnique (l N : ℕ) {rc : ℝ} (hrc : 0 < rc) (d : Fin (N + 1) → ℝ) :
    ∃! c : Fin (N + 1) → ℝ, ∀ j : Fin (N + 1),
      iteratedDeriv (j : ℕ)
        (fun r : ℝ => r ^ (l + 1) * ∑ k : Fin (N + 1), c k * r ^ (2 * (k : ℕ))) rc = d j := by
  have hw : ∀ c : Fin (N + 1) → ℝ,
      (fun r : ℝ => r ^ (l + 1) * ∑ k : Fin (N + 1), c k * r ^ (2 * (k : ℕ))) =
        pseudoWave (pawExponent l N) c := by
    intro c
    funext r
    simp only [pseudoWave, pawExponent, Finset.mul_sum]
    refine Finset.sum_congr rfl fun k _ => ?_
    rw [pow_add r (l + 1)]
    ring
  simp only [hw]
  obtain ⟨c, hc, hu⟩ := ((paw_bijective_iff l N rc).2 hrc.ne').existsUnique d
  exact ⟨c, fun j => congrFun hc j, fun c' hc' => hu c' (funext hc')⟩

end

end PAWPolynomialPseudization
```

```lean
#print axioms PAWPolynomialPseudization.det_paw_three
#print axioms PAWPolynomialPseudization.pseudization_existsUnique
```

```
'PAWPolynomialPseudization.det_paw_three' depends on axioms: [propext, Classical.choice, Quot.sound]
'PAWPolynomialPseudization.pseudization_existsUnique' depends on axioms: [propext, Classical.choice, Quot.sound]
```

## How the proof follows the derivation

**Derivatives and matrix.** `iteratedDeriv_pseudoWave` proves the formula for the $n$-th derivative by induction. The step differentiates the sum term by term and uses $(m)_{n+1}=(m-n)(m)_n$. This formula also supplies the linearity of `matchingMap`, and `matchingMap_eq` identifies the map with multiplication by `matchingMatrix`, the matrix $A$ above.

**Vandermonde reduction.** `det_matchingMap` is the identity before division by $r_c^S$, for arbitrary exponents. Its intermediate fact `hV` evaluates the determinant of falling factorials. The row operations are replaced by a Mathlib theorem: polynomials of degree $j$ with leading coefficient 1, evaluated at given points, have the Vandermonde determinant. `descPochhammer` is the falling factorial as such a polynomial. The rest of the proof moves the powers of `rc` into rows and columns and compares entries. For $j\le m_k$ it uses $r_c^{m_k}=r_c^j\,r_c^{m_k-j}$; for $j>m_k$ both sides vanish.

**Bijectivity.** In `matchingMap_bijective`, a zero determinant would make the right-hand side of the identity zero, which distinct exponents and `rc ≠ 0` exclude. A nonzero determinant gives injectivity, and an injective linear map from a finite-dimensional space to itself is surjective.

**The explicit determinant.** `det_paw` separates the case `rc = 0`, where the row of values vanishes, from the case where a power of `rc` can be cancelled. `det_paw_three` then inserts $N=3$; the product 768 is computed over the integers by `decide` and carried over to the reals.

**Both directions and the final form.** In `paw_bijective_iff`, one direction asks for the value 1 at the origin and reaches a contradiction. The other checks that the exponents $l+1+2k$ are distinct and applies the general theorem. `pseudization_existsUnique` multiplies $r^{l+1}$ into the sum, recognises `pseudoWave`, and reads existence and uniqueness off the bijection.
